# The time-step window of the linear ground-state projector: positive and below 2 over the spectral width

## Convergence of the whole matrix

Convergence is required here of the powers of the propagator as matrices, not of the iterates from one chosen trial vector. A single vector may have no component along the highest state and so miss an instability there; the matrix powers contain every component.

Let H be a finite Hermitian matrix with lowest eigenvalue E0 and highest eigenvalue Emax, where E0 < Emax. For a real time step t, the propagator, also called the linear projector although it is generally not idempotent, is

G = 1 − t(H − E0).

Its powers converge to the orthogonal projector P0 onto the ground eigenspace if and only if

0 < t < 2/(Emax − E0).

This is the time-step limit of linear projector Monte Carlo for the noise-free iteration in a finite basis with the offset fixed at the exact E0.

## One factor per eigenvalue

Let uᵢ be orthonormal eigenvectors of H with eigenvalues εᵢ. Then G uᵢ = rᵢ uᵢ, and after k steps

Gᵏ = Σᵢ rᵢᵏ |uᵢ⟩⟨uᵢ|, with rᵢ = 1 − t(εᵢ − E0).

Ground components have rᵢ = 1. If t lies in the window, every excited level satisfies

0 < t(εᵢ − E0) ≤ t(Emax − E0) < 2,

so |rᵢ| < 1. The excited terms vanish and Gᵏ → P0.

Conversely, suppose that Gᵏ converges to some matrix L. Choose m with εₘ = Emax and write r = rₘ. The numbers rᵏ = ⟨uₘ|Gᵏ|uₘ⟩ then converge to a limit l. Since rᵏ⁺¹ = r rᵏ, the limit obeys l = r l, so l = 0 or r = 1. If l = 0, then |r| < 1. In both cases

−1 < 1 − t(Emax − E0) ≤ 1,

which gives 0 ≤ t < 2/(Emax − E0). At t = 0 every power is the identity, whereas P0 uₘ = 0, so the limit is not P0.

At t = 2/(Emax − E0) the highest factor is −1, and any intermediate factors have modulus below one. With Pmax the projector onto the highest eigenspace,

G²ᵏ → P0 + Pmax and G²ᵏ⁺¹ → P0 − Pmax.

## The step in a program

With c the current coefficient vector, one deterministic iteration is

c ← c − t(Hc − E0 c).

It costs one product of H with a vector, and inside the window c tends to P0 c₀, where c₀ is the starting vector. This is zero if c₀ has no ground component. Emax and E0 are usually unknown, but if W is an upper bound on Emax − E0, every t with 0 < t < 2/W lies inside the window. Linear projector Monte Carlo codes sample the product Hc, at least in part, and typically replace E0 by an adjustable energy shift; the theorem treats neither the noise nor a varying shift.

## The statement in Lean

`H : Matrix n n ℂ` is the Hamiltonian in an orthonormal basis labelled by the finite type `n`, and `hH` says that it is Hermitian. The function `hH.eigenvalues` lists the real eigenvalues with multiplicity, so degenerate levels are allowed. `IsLeast` and `IsGreatest` identify `E0` and `Emax` as the ends of that list. The time step has units of inverse energy.

`propagator` is defined directly from H. `spectralFunction` builds f(H) from the eigenvectors and eigenvalues, and `eigenprojector` takes f to be one at the chosen energy and zero elsewhere. `Tendsto` with `atTop` and `𝓝` expresses convergence of the matrices as k grows.

```lean
import Mathlib

open Matrix Filter Topology

namespace ProjectorTimeStepLimit

noncomputable section

variable {n : Type*} [Fintype n] [DecidableEq n] {H : Matrix n n ℂ}

/-- The linear projector `1 - t (H - E0)` with time step `t` and energy offset `E0`. -/
def propagator (H : Matrix n n ℂ) (E0 t : ℝ) : Matrix n n ℂ :=
  1 - (t : ℂ) • (H - (E0 : ℂ) • (1 : Matrix n n ℂ))

/-- The function `f(H)` of a Hermitian matrix: `f` acts on the eigenvalues in the eigenbasis. -/
def spectralFunction (hH : H.IsHermitian) (f : ℝ → ℝ) : Matrix n n ℂ :=
  (hH.eigenvectorUnitary : Matrix n n ℂ) * diagonal (fun i => (f (hH.eigenvalues i) : ℂ)) *
    star (hH.eigenvectorUnitary : Matrix n n ℂ)

/-- The spectral projector of `H` at energy `E`. -/
def eigenprojector (hH : H.IsHermitian) (E : ℝ) : Matrix n n ℂ :=
  spectralFunction hH (fun ε => if ε = E then 1 else 0)

/-- The product of two functions of `H` is the function of `H` given by the pointwise product. -/
theorem spectralFunction_mul (hH : H.IsHermitian) (f g : ℝ → ℝ) :
    spectralFunction hH f * spectralFunction hH g = spectralFunction hH (fun ε => f ε * g ε) := by
  have hU := mem_unitaryGroup_iff'.mp hH.eigenvectorUnitary.2
  unfold spectralFunction
  generalize (hH.eigenvectorUnitary : Matrix n n ℂ) = U at hU ⊢
  have hD : diagonal (fun i => ((f (hH.eigenvalues i) * g (hH.eigenvalues i) : ℝ) : ℂ)) =
      diagonal (fun i => (f (hH.eigenvalues i) : ℂ)) *
        diagonal (fun i => (g (hH.eigenvalues i) : ℂ)) := by
    rw [diagonal_mul_diagonal]
    simp
  rw [hD]
  simp only [mul_assoc]
  rw [← mul_assoc (star U) U, hU, one_mul]

/-- A real linear combination of functions is carried to the same combination of matrices. -/
theorem spectralFunction_linear (hH : H.IsHermitian) (a b : ℝ) (f g : ℝ → ℝ) :
    spectralFunction hH (fun ε => a * f ε + b * g ε) =
      (a : ℂ) • spectralFunction hH f + (b : ℂ) • spectralFunction hH g := by
  have hD : diagonal (fun i => ((a * f (hH.eigenvalues i) + b * g (hH.eigenvalues i) : ℝ) : ℂ)) =
      (a : ℂ) • diagonal (fun i => (f (hH.eigenvalues i) : ℂ)) +
        (b : ℂ) • diagonal (fun i => (g (hH.eigenvalues i) : ℂ)) := by
    ext i j
    by_cases h : i = j
    · subst h
      simp
    · simp [h]
  unfold spectralFunction
  rw [hD]
  simp only [mul_add, add_mul, mul_smul_comm, smul_mul_assoc]

/-- The constant function one gives the identity, and the function `ε ↦ ε` gives `H` itself. -/
theorem spectralFunction_one_id (hH : H.IsHermitian) :
    spectralFunction hH (fun _ => 1) = 1 ∧ spectralFunction hH (fun ε => ε) = H := by
  constructor
  · simp [spectralFunction]
  · have h := hH.spectral_theorem
    rw [Unitary.conjStarAlgAut_apply] at h
    exact h.symm

/-- After `k` steps the component at energy `ε` is multiplied by `(1 - t (ε - E0)) ^ k`. -/
theorem propagator_pow (hH : H.IsHermitian) (E0 t : ℝ) (k : ℕ) :
    propagator H E0 t ^ k = spectralFunction hH (fun ε => (1 - t * (ε - E0)) ^ k) := by
  obtain ⟨h1, hid⟩ := spectralFunction_one_id hH
  have hG : propagator H E0 t = spectralFunction hH (fun ε => 1 - t * (ε - E0)) := by
    have h := spectralFunction_linear hH (-t) (1 + t * E0) (fun ε => ε) (fun _ => 1)
    rw [h1, hid] at h
    have hf : (fun ε : ℝ => 1 - t * (ε - E0)) = fun ε => -t * ε + (1 + t * E0) * 1 := by
      funext ε
      ring
    rw [hf, h, propagator]
    push_cast
    module
  induction k with
  | zero => simpa using h1.symm
  | succ k ih =>
    rw [pow_succ, ih, hG, spectralFunction_mul]
    simp only [pow_succ]

/-- The spectral projector is Hermitian and idempotent, and the vectors it leaves unchanged are
exactly the solutions of `H v = E v`. -/
theorem eigenprojector_orthogonal (hH : H.IsHermitian) (E : ℝ) :
    (eigenprojector hH E).IsHermitian ∧
      eigenprojector hH E * eigenprojector hH E = eigenprojector hH E ∧
      ∀ v : n → ℂ, eigenprojector hH E *ᵥ v = v ↔ H *ᵥ v = (E : ℂ) • v := by
  obtain ⟨h1, hid⟩ := spectralFunction_one_id hH
  refine ⟨?_, ?_, fun v => ⟨fun hv => ?_, fun hv => ?_⟩⟩
  · have hD (f : ℝ → ℝ) : (diagonal (fun i => (f (hH.eigenvalues i) : ℂ)))ᴴ =
        diagonal (fun i => (f (hH.eigenvalues i) : ℂ)) := by
      rw [diagonal_conjTranspose]
      congr 1
      funext i
      exact Complex.conj_ofReal _
    unfold eigenprojector spectralFunction Matrix.IsHermitian
    rw [star_eq_conjTranspose, conjTranspose_mul, conjTranspose_mul, conjTranspose_conjTranspose,
      hD (fun ε => if ε = E then 1 else 0), mul_assoc]
  · rw [eigenprojector, spectralFunction_mul]
    congr 1
    funext ε
    split_ifs <;> norm_num
  · -- `H P = E P`
    have key : H * eigenprojector hH E = (E : ℂ) • eigenprojector hH E := by
      have h := spectralFunction_mul hH (fun ε => ε) (fun ε => if ε = E then 1 else 0)
      have hl := spectralFunction_linear hH E 0 (fun ε => if ε = E then 1 else 0) (fun _ => 1)
      have hf : (fun ε : ℝ => ε * (if ε = E then (1 : ℝ) else 0)) =
          fun ε => E * (if ε = E then (1 : ℝ) else 0) + 0 * 1 := by
        funext ε
        split_ifs with he <;> simp [he]
      rw [hid, hf, hl] at h
      simpa [eigenprojector] using h
    have h := congrArg (fun M => M *ᵥ v) key
    simpa only [← mulVec_mulVec, smul_mulVec, hv] using h
  · -- the reduced resolvent `R` satisfies `R H + P = E R + 1`
    have key : spectralFunction hH (fun ε => (ε - E)⁻¹) * H + eigenprojector hH E =
        (E : ℂ) • spectralFunction hH (fun ε => (ε - E)⁻¹) + 1 := by
      have h := spectralFunction_mul hH (fun ε => (ε - E)⁻¹) (fun ε => ε)
      have ha := spectralFunction_linear hH 1 1 (fun ε => (ε - E)⁻¹ * ε)
        (fun ε => if ε = E then 1 else 0)
      have hb := spectralFunction_linear hH E 1 (fun ε => (ε - E)⁻¹) (fun _ => 1)
      have hf : (fun ε : ℝ => 1 * ((ε - E)⁻¹ * ε) + 1 * (if ε = E then (1 : ℝ) else 0)) =
          fun ε => E * (ε - E)⁻¹ + 1 * 1 := by
        funext ε
        by_cases he : ε = E
        · simp [he]
        · have hne : ε - E ≠ 0 := sub_ne_zero.2 he
          rw [if_neg he]
          linear_combination inv_mul_cancel₀ hne
      rw [hid] at h
      rw [hf, hb, ← h, h1] at ha
      simpa [eigenprojector] using ha.symm
    have h := congrArg (fun M => M *ᵥ v) key
    simp only [add_mulVec, ← mulVec_mulVec, smul_mulVec, one_mulVec, hv, mulVec_smul] at h
    exact add_left_cancel h

/-- If functions converge at every eigenvalue of `H`, the corresponding matrices converge. -/
theorem tendsto_spectralFunction (hH : H.IsHermitian) (f : ℕ → ℝ → ℝ) (g : ℝ → ℝ)
    (h : ∀ i, Tendsto (fun k => f k (hH.eigenvalues i)) atTop (𝓝 (g (hH.eigenvalues i)))) :
    Tendsto (fun k => spectralFunction hH (f k)) atTop (𝓝 (spectralFunction hH g)) := by
  have hv : Tendsto (fun k => fun i => (f k (hH.eigenvalues i) : ℂ)) atTop
      (𝓝 (fun i => (g (hH.eigenvalues i) : ℂ))) :=
    tendsto_pi_nhds.2 fun i => (Complex.continuous_ofReal.tendsto _).comp (h i)
  have hc : Continuous (fun d : n → ℂ => diagonal d) := continuous_id.matrix_diagonal
  exact (((hc.tendsto _).comp hv).const_mul _).mul_const _

/-- If functions of `H` converge to a matrix `L`, their values at each eigenvalue converge to the
real part of the corresponding diagonal element of `L` in the eigenbasis. -/
theorem tendsto_eigenvalue (hH : H.IsHermitian) (f : ℕ → ℝ → ℝ) (L : Matrix n n ℂ)
    (h : Tendsto (fun k => spectralFunction hH (f k)) atTop (𝓝 L)) (i : n) :
    Tendsto (fun k => f k (hH.eigenvalues i)) atTop
      (𝓝 ((star (hH.eigenvectorUnitary : Matrix n n ℂ) * L *
        (hH.eigenvectorUnitary : Matrix n n ℂ)) i i).re) := by
  have hU := mem_unitaryGroup_iff'.mp hH.eigenvectorUnitary.2
  have hc : Continuous (fun M : Matrix n n ℂ => (M i i).re) :=
    Complex.continuous_re.comp (continuous_id.matrix_elem i i)
  have h2 := (h.const_mul (star (hH.eigenvectorUnitary : Matrix n n ℂ))).mul_const
    (hH.eigenvectorUnitary : Matrix n n ℂ)
  refine ((hc.tendsto _).comp h2).congr fun k => ?_
  have e : star (hH.eigenvectorUnitary : Matrix n n ℂ) * spectralFunction hH (f k) *
      (hH.eigenvectorUnitary : Matrix n n ℂ) =
        diagonal (fun i => (f k (hH.eigenvalues i) : ℂ)) := by
    unfold spectralFunction
    simp only [mul_assoc]
    rw [hU, mul_one, ← mul_assoc, hU, one_mul]
  change ((star (hH.eigenvectorUnitary : Matrix n n ℂ) * spectralFunction hH (f k) *
      (hH.eigenvectorUnitary : Matrix n n ℂ)) i i).re = _
  rw [e, diagonal_apply_eq, Complex.ofReal_re]

/-- If the powers of the linear projector converge to any matrix at all, the time step satisfies
`0 ≤ t < 2 / (Emax - E0)`. -/
theorem timeStep_of_convergent (hH : H.IsHermitian) {E0 Emax t : ℝ}
    (hM : IsGreatest (Set.range hH.eigenvalues) Emax) (hlt : E0 < Emax) {L : Matrix n n ℂ}
    (h : Tendsto (fun k : ℕ => propagator H E0 t ^ k) atTop (𝓝 L)) :
    0 ≤ t ∧ t < 2 / (Emax - E0) := by
  have hd : 0 < Emax - E0 := sub_pos.2 hlt
  obtain ⟨m, hm⟩ := hM.1
  simp only [propagator_pow hH] at h
  have hr := tendsto_eigenvalue hH (fun k ε => (1 - t * (ε - E0)) ^ k) L h m
  simp only [hm] at hr
  -- a limit `l` of the powers of `r` obeys `l = r l`, so `l = 0` or `r = 1`
  have hb : ∀ r l : ℝ, Tendsto (fun k : ℕ => r ^ k) atTop (𝓝 l) → -1 < r ∧ r ≤ 1 := by
    intro r l hl
    have hs := (tendsto_add_atTop_iff_nat 1).2 hl
    have hfix : l = r * l :=
      tendsto_nhds_unique hs ((hl.const_mul r).congr fun k => (pow_succ' r k).symm)
    by_cases h0 : l = 0
    · rw [h0] at hl
      have ha := abs_lt.1 (tendsto_pow_atTop_nhds_zero_iff.1 hl)
      exact ⟨ha.1, ha.2.le⟩
    · have h1 : r = 1 := mul_right_cancel₀ h0 (by linarith : r * l = 1 * l)
      constructor <;> linarith
  obtain ⟨ha, hb⟩ := hb _ _ hr
  constructor
  · by_contra hneg
    nlinarith [mul_pos (neg_pos.2 (not_le.1 hneg)) hd]
  · rw [lt_div_iff₀ hd]
    linarith

/-- The powers of `1 - t (H - E0)` converge to the orthogonal projector onto the ground eigenspace
if and only if `0 < t < 2 / (Emax - E0)`. -/
theorem tendsto_groundProjector_iff (hH : H.IsHermitian) {E0 Emax : ℝ}
    (h0 : IsLeast (Set.range hH.eigenvalues) E0)
    (hM : IsGreatest (Set.range hH.eigenvalues) Emax) (hlt : E0 < Emax) (t : ℝ) :
    Tendsto (fun k : ℕ => propagator H E0 t ^ k) atTop (𝓝 (eigenprojector hH E0)) ↔
      0 < t ∧ t < 2 / (Emax - E0) := by
  have hd : 0 < Emax - E0 := sub_pos.2 hlt
  constructor
  · intro h
    obtain ⟨ht, ht2⟩ := timeStep_of_convergent hH hM hlt h
    refine ⟨lt_of_le_of_ne ht fun hz => ?_, ht2⟩
    -- at `t = 0` the limit is the identity, which keeps the highest state
    subst hz
    have hP : eigenprojector hH E0 = 1 := by
      refine tendsto_nhds_unique h ?_
      simp [propagator]
    obtain ⟨m, hm⟩ := hM.1
    have ha := tendsto_eigenvalue hH (fun _ ε => if ε = E0 then 1 else 0) 1
      (by rw [← hP]; exact tendsto_const_nhds) m
    have hb := tendsto_eigenvalue hH (fun _ _ => 1) 1
      (by rw [(spectralFunction_one_id hH).1]; exact tendsto_const_nhds) m
    have hc := tendsto_nhds_unique tendsto_const_nhds ha
    have he := tendsto_nhds_unique tendsto_const_nhds hb
    rw [← he, hm, if_neg hlt.ne'] at hc
    exact zero_ne_one hc
  · rintro ⟨ht, ht2⟩
    rw [lt_div_iff₀ hd] at ht2
    simp only [propagator_pow hH]
    refine tendsto_spectralFunction hH (fun k ε => (1 - t * (ε - E0)) ^ k) _ fun i => ?_
    have hl : E0 ≤ hH.eigenvalues i := h0.2 ⟨i, rfl⟩
    have hu : hH.eigenvalues i ≤ Emax := hM.2 ⟨i, rfl⟩
    by_cases he : hH.eigenvalues i = E0
    · simp [he]
    · -- every excited component is damped
      rw [if_neg he]
      have hp : 0 < t * (hH.eigenvalues i - E0) :=
        mul_pos ht (sub_pos.2 (lt_of_le_of_ne hl (Ne.symm he)))
      have hq : t * (hH.eigenvalues i - E0) ≤ t * (Emax - E0) :=
        mul_le_mul_of_nonneg_left (by linarith) ht.le
      exact tendsto_pow_atTop_nhds_zero_iff.2 (abs_lt.2 ⟨by linarith, by linarith⟩)

/-- At the time step `2 / (Emax - E0)` the even powers converge to the sum of the projectors onto
the lowest and highest eigenspaces, and the odd powers to their difference. -/
theorem critical_timeStep (hH : H.IsHermitian) {E0 Emax : ℝ}
    (h0 : IsLeast (Set.range hH.eigenvalues) E0)
    (hM : IsGreatest (Set.range hH.eigenvalues) Emax) (hlt : E0 < Emax) :
    Tendsto (fun k : ℕ => propagator H E0 (2 / (Emax - E0)) ^ (2 * k)) atTop
        (𝓝 (eigenprojector hH E0 + eigenprojector hH Emax)) ∧
      Tendsto (fun k : ℕ => propagator H E0 (2 / (Emax - E0)) ^ (2 * k + 1)) atTop
        (𝓝 (eigenprojector hH E0 - eigenprojector hH Emax)) := by
  have hd : 0 < Emax - E0 := sub_pos.2 hlt
  -- both parities at once: `c` is the constant sign of the highest component
  have key : ∀ (s : ℕ → ℕ) (c : ℝ), Tendsto s atTop atTop → (∀ k, (-1 : ℝ) ^ s k = c) →
      Tendsto (fun k : ℕ => propagator H E0 (2 / (Emax - E0)) ^ s k) atTop
        (𝓝 (eigenprojector hH E0 + (c : ℂ) • eigenprojector hH Emax)) := by
    intro s c hs hc
    have e := spectralFunction_linear hH 1 c (fun ε => if ε = E0 then 1 else 0)
      (fun ε => if ε = Emax then 1 else 0)
    rw [Complex.ofReal_one, one_smul] at e
    unfold eigenprojector
    rw [← e]
    simp only [propagator_pow hH]
    refine tendsto_spectralFunction hH
      (fun k ε => (1 - 2 / (Emax - E0) * (ε - E0)) ^ s k) _ fun i => ?_
    have hl : E0 ≤ hH.eigenvalues i := h0.2 ⟨i, rfl⟩
    have hu : hH.eigenvalues i ≤ Emax := hM.2 ⟨i, rfl⟩
    by_cases he : hH.eigenvalues i = E0
    · simp [he, hlt.ne]
    by_cases hm : hH.eigenvalues i = Emax
    · have hr : 1 - 2 / (Emax - E0) * (Emax - E0) = -1 := by
        rw [div_mul_cancel₀ _ hd.ne']
        norm_num
      simp only [hm, hr, hc]
      simp [hlt.ne']
    · rw [if_neg he, if_neg hm, mul_zero, mul_zero, add_zero]
      have hp : 0 < 2 / (Emax - E0) * (hH.eigenvalues i - E0) :=
        mul_pos (by positivity) (sub_pos.2 (lt_of_le_of_ne hl (Ne.symm he)))
      have hq : 2 / (Emax - E0) * (hH.eigenvalues i - E0) < 2 := by
        rw [div_mul_eq_mul_div, div_lt_iff₀ hd]
        linarith [lt_of_le_of_ne hu hm]
      exact (tendsto_pow_atTop_nhds_zero_iff.2
        (abs_lt.2 ⟨by linarith, by linarith⟩)).comp hs
  constructor
  · have h := key (fun k => 2 * k) 1
      (tendsto_atTop_mono (fun k => show k ≤ 2 * k from by omega) tendsto_id)
      (fun k => by simp [pow_mul])
    simpa using h
  · have h := key (fun k => 2 * k + 1) (-1)
      (tendsto_atTop_mono (fun k => show k ≤ 2 * k + 1 from by omega) tendsto_id)
      (fun k => by simp [pow_succ, pow_mul])
    simpa [sub_eq_add_neg] using h

end

end ProjectorTimeStepLimit
```

```lean
#print axioms ProjectorTimeStepLimit.eigenprojector_orthogonal
#print axioms ProjectorTimeStepLimit.timeStep_of_convergent
#print axioms ProjectorTimeStepLimit.tendsto_groundProjector_iff
#print axioms ProjectorTimeStepLimit.critical_timeStep
```

```
'ProjectorTimeStepLimit.eigenprojector_orthogonal' depends on axioms: [propext, Classical.choice, Quot.sound]
'ProjectorTimeStepLimit.timeStep_of_convergent' depends on axioms: [propext, Classical.choice, Quot.sound]
'ProjectorTimeStepLimit.tendsto_groundProjector_iff' depends on axioms: [propext, Classical.choice, Quot.sound]
'ProjectorTimeStepLimit.critical_timeStep' depends on axioms: [propext, Classical.choice, Quot.sound]
```

## From functions of H to the window

`spectralFunction_mul` cancels the eigenvector unitary against its adjoint between two factors. Together with `spectralFunction_linear` and `spectralFunction_one_id`, it lets `propagator_pow` obtain the factors rᵢᵏ by induction.

`eigenprojector_orthogonal` justifies the name of the limit: the matrix is Hermitian and idempotent, and it fixes exactly the solutions of Hv = Ev. One direction uses HP = EP, where P is the projector at energy E. The other uses the reduced resolvent R, with RH + P = ER + 1; applied to a vector v with Hv = Ev, this leaves Pv = v. Lean's convention 0⁻¹ = 0 removes the singular term from R.

`tendsto_spectralFunction` passes from convergence at each eigenvalue to convergence of matrices. `tendsto_eigenvalue` goes back by reading a diagonal element in the eigenbasis.

`timeStep_of_convergent` carries out the argument with l = r l. It assumes only that `E0` lies below `Emax`, not that it is an eigenvalue. `tendsto_groundProjector_iff` then excludes t = 0 by comparing the diagonal elements of P0 and the identity at the highest state, which are 0 and 1. Its reverse direction bounds each excited factor as above.

In `critical_timeStep`, the auxiliary statement `key` treats both parities together: `s` selects the even or odd powers, and `c` is the resulting sign of the highest component.
